# Loops between neighbouring paths of a q-fold symmetric family with common endpoints have discrete Berry phases in multiples of 2π/q

At the end of a Berry-phase calculation on a symmetric loop, one may round the computed phase to the nearest multiple of 2π/q and keep the integer, modulo q, as a label. That rounding is justified when the loop consists of two neighbouring members of a family of q paths that share both endpoints, have nonzero consecutive overlaps and are permuted cyclically by a unitary symmetry.

Physically, a Hamiltonian is taken from one parameter point to another along q routes, and at each of finitely many points one non-degenerate state is kept. Write v_j(k) for the state at point k = 0, …, N of route j, with j counted modulo q. The overlap product of a route, that of the loop out along j and back along j+1, and the Berry phase are

P_j = ∏_{k=0}^{N−1} ⟨v_j(k)|v_j(k+1)⟩

W_j = P_j · ∏_{k=0}^{N−1} ⟨v_{j+1}(k+1)|v_{j+1}(k)⟩

γ_j = −arg W_j

In Lean these are `pathOverlap`, `loopOverlap` and `berryPhase`. The space `E` is any complex inner product space, so the states may be single-particle or many-body. The inner product is conjugate-linear in its first argument, as in Dirac notation.

```lean
import Mathlib

open scoped InnerProductSpace ComplexConjugate

namespace FractionalBerryPhase

noncomputable section

variable {E : Type*} [NormedAddCommGroup E] [InnerProductSpace ℂ E]

/-- The product of the consecutive overlaps along the path `p 0, …, p N`. -/
def pathOverlap (p : ℕ → E) (N : ℕ) : ℂ :=
  ∏ k ∈ Finset.range N, ⟪p k, p (k + 1)⟫_ℂ

/-- The overlap product for going out along `p` and back along `p'`. -/
def loopOverlap (p p' : ℕ → E) (N : ℕ) : ℂ :=
  pathOverlap p N * ∏ k ∈ Finset.range N, ⟪p' (k + 1), p' k⟫_ℂ

/-- The discrete Berry phase of the loop out along `p` and back along `p'`, meant for loops with
nonzero overlap product whose two paths share both endpoint vectors. -/
def berryPhase (p p' : ℕ → E) (N : ℕ) : ℝ := -Complex.arg (loopOverlap p p' N)
```

The hypotheses are collected in one structure, with `ZMod q` as the cyclic set of labels.

```lean
/-- Cyclically labelled paths of unit vectors with common endpoints and nonzero consecutive
overlaps, each mapped pointwise to the next, up to scalars, by a linear map `U` that preserves
inner products. -/
structure CyclicPaths {q : ℕ} (U : E →ₗ[ℂ] E) (N : ℕ) (v : ZMod q → ℕ → E) : Prop where
  isometry : ∀ x y, ⟪U x, U y⟫_ℂ = ⟪x, y⟫_ℂ
  unit : ∀ j, ∀ k ≤ N, ‖v j k‖ = 1
  start : ∀ i j, v i 0 = v j 0
  finish : ∀ i j, v i N = v j N
  overlap : ∀ j, ∀ k < N, ⟪v j k, v j (k + 1)⟫_ℂ ≠ 0
  symm : ∀ j, ∀ k ≤ N, ∃ c : ℂ, U (v j k) = c • v (j + 1) k
```

## A symmetry that preserves inner products

The fields `isometry` and `symm` say that a linear map U preserves inner products and carries each route pointwise to the next, up to scalars:

U v_j(k) = c_j(k) v_{j+1}(k)

Every unitary meets the first condition, and U^q = 1 is not required. For eigenstates, `symm` follows if U carries the Hamiltonian at each point of route j to that of route j+1 and the level is non-degenerate. This step from Hamiltonians to states is assumed here.

By hand, each overlap becomes

⟨v_j(k)|v_j(k+1)⟩ = ⟨U v_j(k)|U v_j(k+1)⟩ = c_j(k)* c_j(k+1) ⟨v_{j+1}(k)|v_{j+1}(k+1)⟩

If the scalars are phases, those at intermediate points cancel in the product, which leaves

P_j = c_j(0)* c_j(N) P_{j+1}

`pathOverlap_telescope` proves this by induction on N, and its last line cancels the phase at the newest intermediate point. The lemma before it records that reversing a path conjugates its product, so W_j = P_j P_{j+1}*.

```lean
/-- The overlap product for going out along `p` and back along `p'` is the path overlap of `p` times
the conjugate of the path overlap of `p'`. -/
theorem loopOverlap_eq (p p' : ℕ → E) (N : ℕ) :
    loopOverlap p p' N = pathOverlap p N * conj (pathOverlap p' N) := by
  simp only [loopOverlap, pathOverlap, map_prod, inner_conj_symm]

/-- If a map preserving inner products sends one path to another up to phases, the two overlap
products differ only by the phases at the endpoints. -/
theorem pathOverlap_telescope (U : E →ₗ[ℂ] E) (hU : ∀ x y, ⟪U x, U y⟫_ℂ = ⟪x, y⟫_ℂ)
    (p p' : ℕ → E) (c : ℕ → ℂ) (N : ℕ) (hc : ∀ k ≤ N, conj (c k) * c k = 1)
    (h : ∀ k ≤ N, U (p k) = c k • p' k) :
    pathOverlap p N = conj (c 0) * c N * pathOverlap p' N := by
  induction N with
  | zero => simp [pathOverlap, hc 0 le_rfl]
  | succ n ih =>
    have hs : ∀ r : ℕ → E, pathOverlap r (n + 1) = pathOverlap r n * ⟪r n, r (n + 1)⟫_ℂ :=
      fun r => Finset.prod_range_succ _ _
    have ho : ⟪p n, p (n + 1)⟫_ℂ = conj (c n) * (c (n + 1) * ⟪p' n, p' (n + 1)⟫_ℂ) := by
      rw [← hU, h n (by omega), h (n + 1) le_rfl, inner_smul_left, inner_smul_right]
    rw [hs p, hs p', ih (fun k hk => hc k (by omega)) (fun k hk => h k (by omega)), ho]
    -- the phase at the intermediate point cancels
    linear_combination (conj (c 0) * c (n + 1) * pathOverlap p' n * ⟪p' n, p' (n + 1)⟫_ℂ) *
      hc n (by omega)
```

Without `symm` the result fails. Take q = 2 and go from spin up to spin down through (3/5, 4/5) on route 0 and (3/5, 4i/5) on route 1. Then P_0 = 12/25 and P_1 = −12i/25, so W_0 = 144i/625 and W_0² is negative. The same example shows that linearity of U alone is not enough: U = 0 satisfies `symm` with all scalars zero.

## Normalised states and shared endpoints

The field `unit` makes the scalars phases, because

1 = ‖v_j(k)‖² = ‖U v_j(k)‖² = |c_j(k)|²

The fields `start` and `finish` say that all routes begin with the same vector and end with the same vector. Since U v_j(0) = c_j(0) v_{j+1}(0) then involves the same nonzero vector for every j, c_j(0) does not depend on j, and neither does c_j(N). With λ = c_j(0)* c_j(N), which has modulus 1,

W_j = P_j P_{j+1}* = λ P_{j+1} (λ P_{j+2})* = |λ|² W_{j+1} = W_{j+1}

In the proof, `hph` is the normalisation step and `same` the comparison at an endpoint. Telescoping is applied to two successive pairs of routes, and the final `linear_combination` removes |λ|².

```lean
/-- For symmetric cyclic paths, neighbouring loops have the same overlap product. -/
theorem loopOverlap_next {q N : ℕ} {U : E →ₗ[ℂ] E} {v : ZMod q → ℕ → E}
    (h : CyclicPaths U N v) (j : ZMod q) :
    loopOverlap (v (j + 1)) (v (j + 1 + 1)) N = loopOverlap (v j) (v (j + 1)) N := by
  choose! c hc using h.symm
  -- normalisation makes the scalars phases
  have hph : ∀ i, ∀ k ≤ N, conj (c i k) * c i k = 1 := by
    intro i k hk
    have h1 := h.isometry (v i k) (v i k)
    rw [hc i k hk, inner_smul_left, inner_smul_right, inner_self_eq_norm_sq_to_K,
      inner_self_eq_norm_sq_to_K, h.unit _ k hk, h.unit _ k hk] at h1
    simpa using h1
  -- at a common endpoint the phase does not depend on the path
  have same : ∀ k ≤ N, (∀ i i', v i k = v i' k) → c (j + 1) k = c j k := by
    intro k hk he
    have h1 := hc j k hk
    have h2 := hc (j + 1) k hk
    have h3 : c j k • v (j + 1) k = c (j + 1) k • v (j + 1) k := by
      rw [← h1, he j (j + 1), h2, he (j + 1 + 1) (j + 1)]
    have hne : v (j + 1) k ≠ 0 := by
      apply norm_ne_zero_iff.1
      rw [h.unit _ k hk]
      exact one_ne_zero
    exact (smul_left_injective ℂ hne h3).symm
  have e1 := pathOverlap_telescope U h.isometry (v j) (v (j + 1)) (c j) N (hph j) (hc j)
  have e2 := pathOverlap_telescope U h.isometry (v (j + 1)) (v (j + 1 + 1)) (c (j + 1)) N
    (hph (j + 1)) (hc (j + 1))
  rw [same 0 (Nat.zero_le N) h.start, same N le_rfl h.finish] at e2
  have e3 := congrArg conj e2
  simp only [map_mul, Complex.conj_conj] at e3
  rw [loopOverlap_eq, loopOverlap_eq, e1, e3]
  linear_combination
    (-(pathOverlap (v (j + 1)) N * conj (pathOverlap (v (j + 1 + 1)) N)) *
      (conj (c j N) * c j N)) * hph j 0 (Nat.zero_le N) -
    (pathOverlap (v (j + 1)) N * conj (pathOverlap (v (j + 1 + 1)) N)) * hph j N le_rfl
```

Equality of the endpoints up to a phase is not enough. Let U be the identity, q = 2 and N = 1, with route 0 equal to (a, a) and route 1 equal to (a, ia) for a unit vector a. Then W_0 = −i and W_0² = −1. A program should therefore use one stored eigenvector at each common endpoint. Normalisation is a convenience: rescaling nonzero states by positive factors changes W_j only by a positive factor.

## A closed cycle of labels

Because the labels close after q steps, the product of all loops contains each route once forward and once backward:

∏_j W_j = ∏_j P_j · ∏_j P_{j+1}* = ∏_j |P_j|²

`prod_loopOverlap` proves this without any symmetry. Its step `hshift` relabels the backward routes by j → j+1.

```lean
/-- For any cyclic family of paths, the products out along each path and back along the next
multiply to the product of the squared moduli of the path overlaps. -/
theorem prod_loopOverlap {q : ℕ} [NeZero q] (v : ZMod q → ℕ → E) (N : ℕ) :
    ∏ j, loopOverlap (v j) (v (j + 1)) N = ((∏ j, ‖pathOverlap (v j) N‖ ^ 2 : ℝ) : ℂ) := by
  simp only [loopOverlap_eq]
  -- relabel the backward paths
  have hshift : ∏ j, conj (pathOverlap (v (j + 1)) N) = ∏ j, conj (pathOverlap (v j) N) :=
    Equiv.prod_comp (Equiv.addRight (1 : ZMod q)) (fun j => conj (pathOverlap (v j) N))
  rw [Finset.prod_mul_distrib, hshift, ← Finset.prod_mul_distrib, Complex.ofReal_prod]
  refine Finset.prod_congr rfl fun j _ => ?_
  rw [Complex.mul_conj, Complex.normSq_eq_norm_sq]
```

For q = 1 the loop retraces a single route, and W_0 = |P_0|². Without a last label that leads back to the first, the forward and backward factors would not pair up.

## Nonzero consecutive overlaps

The field `overlap` requires neighbouring states on a route not to be orthogonal, which a sufficiently fine grid ensures if the state varies continuously along the route. Each P_j is then nonzero. As all loops agree,

W_j^q = ∏_i W_i = ∏_i |P_i|² > 0

`loopOverlap_pow_pos` reaches every label from zero by induction (`hn`, `hall`), then combines this equality with the product formula.

```lean
/-- Fractional quantisation: for `q` symmetric cyclic paths, the loop along one path and back
along the next has an overlap product whose `q`-th power is a positive real number. -/
theorem loopOverlap_pow_pos {q N : ℕ} [NeZero q] {U : E →ₗ[ℂ] E} {v : ZMod q → ℕ → E}
    (h : CyclicPaths U N v) (j : ZMod q) :
    ∃ r : ℝ, 0 < r ∧ loopOverlap (v j) (v (j + 1)) N ^ q = (r : ℂ) := by
  -- all loops agree with the loop labelled zero
  have hn : ∀ n : ℕ, loopOverlap (v (n : ZMod q)) (v ((n : ZMod q) + 1)) N =
      loopOverlap (v 0) (v (0 + 1)) N := by
    intro n
    induction n with
    | zero => rw [Nat.cast_zero]
    | succ n ih => rw [Nat.cast_succ, loopOverlap_next h, ih]
  have hall : ∀ i : ZMod q, loopOverlap (v i) (v (i + 1)) N =
      loopOverlap (v 0) (v (0 + 1)) N := by
    intro i
    have hi := hn i.val
    rwa [ZMod.natCast_zmod_val] at hi
  refine ⟨∏ i, ‖pathOverlap (v i) N‖ ^ 2, ?_, ?_⟩
  · refine Finset.prod_pos fun i _ => pow_pos (norm_pos_iff.2 ?_) 2
    exact Finset.prod_ne_zero_iff.2 fun k hk => h.overlap i k (Finset.mem_range.1 hk)
  · rw [← prod_loopOverlap, Finset.prod_congr rfl fun i _ => (hall i).trans (hall j).symm,
      Finset.prod_const, Finset.card_univ, ZMod.card]
```

For the phase, write W_j = |W_j| e^{iθ}. Dividing W_j^q by |W_j|^q gives e^{iqθ} = 1, so qθ = 2πn for an integer n, and

γ_j = −θ = 2πm/q, with m = −n

```lean
/-- The discrete Berry phase of a loop formed by neighbouring symmetric cyclic paths is an
integer multiple of `2π / q`. -/
theorem berryPhase_quantised {q N : ℕ} [NeZero q] {U : E →ₗ[ℂ] E} {v : ZMod q → ℕ → E}
    (h : CyclicPaths U N v) (j : ZMod q) :
    ∃ m : ℤ, berryPhase (v j) (v (j + 1)) N = 2 * Real.pi * m / q := by
  obtain ⟨r, hr, hz⟩ := loopOverlap_pow_pos h j
  unfold berryPhase
  set z := loopOverlap (v j) (v (j + 1)) N
  have hn : ‖z‖ ^ q = r := by
    rw [← norm_pow, hz, Complex.norm_real, Real.norm_of_nonneg hr.le]
  have he : Complex.exp (q * (Complex.arg z * Complex.I)) = 1 := by
    rw [Complex.exp_nat_mul]
    apply mul_left_cancel₀ (Complex.ofReal_ne_zero.2 hr.ne')
    rw [mul_one, ← hz]
    nth_rewrite 3 [← Complex.norm_mul_exp_arg_mul_I z]
    rw [mul_pow, ← Complex.ofReal_pow, hn, hz]
  obtain ⟨n, hn'⟩ := Complex.exp_eq_one_iff.1 he
  have hc : (q : ℂ) * Complex.arg z = n * (2 * Real.pi) :=
    mul_right_cancel₀ Complex.I_ne_zero (by linear_combination hn')
  have hreal : (q : ℝ) * Complex.arg z = n * (2 * Real.pi) := by exact_mod_cast hc
  refine ⟨-n, ?_⟩
  rw [eq_div_iff (Nat.cast_ne_zero.2 (NeZero.ne q))]
  push_cast
  linear_combination -hreal
```

If an overlap vanishes, W_j is zero and has no phase to quantise.

## Three spin-half routes with phase −2π/3

Let ζ = e^{2πi/3} and go from up to down through (3/5, 4ζ^j/5) for j = 0, 1, 2. Then

P_0 = (3/5)(4/5) = 12/25

P_1 = (3/5)(4ζ*/5) = 12ζ*/25

W_0 = P_0 P_1* = (144/625) ζ = 0.2304 ζ

W_0³ = 0.2304³ ≈ 0.0122

γ_0 = −2π/3

The symmetry is diag(1, ζ), called `spinRotation`; it is a rotation about the z axis only up to an overall phase.

```lean
/-- The spin-half operator `diag(1, ζ)`. -/
def spinRotation (ζ : ℂ) : EuclideanSpace ℂ (Fin 2) →ₗ[ℂ] EuclideanSpace ℂ (Fin 2) where
  toFun x := !₂[x 0, ζ * x 1]
  map_add' x y := by ext i; fin_cases i <;> simp [mul_add]
  map_smul' a x := by ext i; fin_cases i <;> simp [mul_left_comm]

/-- Spin-half paths from up to down through the tilted states `(3/5, 4/5 ζ^j)`. -/
def spinPath {q : ℕ} (ζ : ℂ) (j : ZMod q) (k : ℕ) : EuclideanSpace ℂ (Fin 2) :=
  if k = 0 then !₂[1, 0] else if k = 1 then !₂[3 / 5, 4 / 5 * ζ ^ j.val] else !₂[0, 1]
```

`spinPath_witness` treats every q ≥ 1 and every ζ with ζ^q = 1. It checks each hypothesis and finds W_j = (144/625) ζ, so every q-th root of unity occurs. The step `hstep` uses ζ^q = 1 to connect the last route to the first.

```lean
/-- For every `q`-th root of unity `ζ`, the spin-half paths are symmetric cyclic paths, and
their loops have overlap product `(144/625) ζ`. -/
theorem spinPath_witness {q : ℕ} [NeZero q] (ζ : ℂ) (hζ : ζ ^ q = 1) :
    CyclicPaths (spinRotation ζ) 2 (spinPath (q := q) ζ) ∧
      ∀ j : ZMod q, loopOverlap (spinPath ζ j) (spinPath ζ (j + 1)) 2 = 144 / 625 * ζ := by
  have hn : ‖ζ‖ = 1 := (pow_eq_one_iff_of_nonneg (norm_nonneg ζ) (NeZero.ne q)).1
    (by rw [← norm_pow, hζ, norm_one])
  have hu : conj ζ * ζ = 1 := by rw [Complex.conj_mul', hn]; norm_num
  have h0 : ζ ≠ 0 := norm_ne_zero_iff.1 (by rw [hn]; exact one_ne_zero)
  have hin : ∀ x y : EuclideanSpace ℂ (Fin 2),
      ⟪x, y⟫_ℂ = starRingEnd ℂ (x 0) * y 0 + starRingEnd ℂ (x 1) * y 1 := by
    intro x y
    simp [PiLp.inner_apply, Fin.sum_univ_two, mul_comm]
  -- the azimuthal phase advances by ζ, also from the last path to the first
  have hstep : ∀ j : ZMod q, ζ ^ (j + 1).val = ζ * ζ ^ j.val := by
    intro j
    rw [ZMod.val_add, ZMod.val_one_eq_one_mod, Nat.add_mod_mod, ← pow_eq_pow_mod _ hζ,
      pow_succ']
  refine ⟨⟨?_, ?_, ?_, ?_, ?_, ?_⟩, ?_⟩
  · intro x y
    rw [hin, hin]
    simp only [spinRotation, LinearMap.coe_mk, AddHom.coe_mk, PiLp.toLp_apply,
      Matrix.cons_val_zero, Matrix.cons_val_one, map_mul]
    linear_combination (starRingEnd ℂ (x 1) * y 1) * hu
  · intro j k hk
    rw [EuclideanSpace.norm_eq, Real.sqrt_eq_one, Fin.sum_univ_two]
    interval_cases k <;> simp [spinPath, hn]
    norm_num
  · intro i j
    simp [spinPath]
  · intro i j
    simp [spinPath]
  · intro j k hk
    rw [hin]
    interval_cases k <;> simp [spinPath, h0]
  · intro j k hk
    refine ⟨if k = 2 then ζ else 1, ?_⟩
    interval_cases k <;> ext i <;> fin_cases i <;>
      simp [spinRotation, spinPath, hstep, mul_left_comm]
  · intro j
    have hp : conj ζ ^ j.val * ζ ^ j.val = 1 := by rw [← mul_pow, hu, one_pow]
    -- the conjugated components of the tilted states
    have h3 : starRingEnd ℂ (3 / 5 : ℂ) = 3 / 5 := by simp only [map_div₀, map_ofNat]
    have h4 : starRingEnd ℂ (4 / 5 : ℂ) = 4 / 5 := by simp only [map_div₀, map_ofNat]
    have hc0 : ∀ i : ZMod q, starRingEnd ℂ ((spinPath ζ i 1) 0) = 3 / 5 := by
      intro i
      have hi : (spinPath ζ i 1) 0 = (3 / 5 : ℂ) := by simp [spinPath]
      rw [hi, h3]
    have hc1 : ∀ i : ZMod q,
        starRingEnd ℂ ((spinPath ζ i 1) 1) = 4 / 5 * conj ζ ^ i.val := by
      intro i
      have hi : (spinPath ζ i 1) 1 = (4 / 5 * ζ ^ i.val : ℂ) := by simp [spinPath]
      rw [hi, map_mul, h4, map_pow]
    simp only [loopOverlap, pathOverlap, Finset.prod_range_succ, Finset.prod_range_zero, hin,
      zero_add, one_add_one_eq_two, hc0, hc1]
    simp [spinPath, hstep]
    linear_combination (144 / 625 * ζ) * hp

end

end FractionalBerryPhase
```

```lean
#print axioms FractionalBerryPhase.berryPhase_quantised
```

```
'FractionalBerryPhase.berryPhase_quantised' depends on axioms: [propext, Classical.choice, Quot.sound]
```
